# Peskun ordering of discounted correlation sums for finite reversible chains

A Monte Carlo sampler has two equally likely states and changes state with probability a at each step. Measure f = (1, −1). One step multiplies the expectation of f by 1 − 2a, so the correlation at lag k is (1 − 2a)^k. With a discount factor 0 ≤ l < 1, the sum over lags is

∑ l^k (1 − 2a)^k = 1 / (1 − l(1 − 2a)).

This never increases with a: a sampler that moves more often has the smaller correlation sum, or an equal one at l = 0. The single term at lag two, (1 − 2a)², falls and then rises again.

The ordering of the sums carries over to any finite state space. Let P and Q be transition matrices in detailed balance with the same nonnegative weights p, and let P(x,y) ≥ Q(x,y) whenever x ≠ y. Then, for every real f,

∑ l^k ⟨f, P^k f⟩ ≤ ∑ l^k ⟨f, Q^k f⟩, where ⟨f, g⟩ = ∑ₓ p(x) f(x) g(x).

In simulation practice this applies to Metropolis and heat-bath (Barker) acceptance with a common symmetric proposal on a finite state space, where Metropolis accepts each move at least as often.

## Chains, weights and correlations

The finite type `n` is the set of configurations.

In Lean 4 with Mathlib:

```lean
import Mathlib

open Matrix Filter Topology

namespace PeskunAllLags

noncomputable section

variable {n : Type*} [Fintype n]
```

`IsReversible p P` includes stochasticity as well as detailed balance. Detailed balance stands for equal probability flow in both directions between each pair of states in equilibrium. Irreducibility is not required.

```lean
/-- A row-stochastic transition matrix `P` in detailed balance with the weights `p`. -/
structure IsReversible (p : n → ℝ) (P : Matrix n n ℝ) : Prop where
  nonneg : ∀ x y, 0 ≤ P x y
  row_sum : ∀ x, ∑ y, P x y = 1
  balance : ∀ x y, p x * P x y = p y * P y x
```

The weights need not sum to one. For a Boltzmann distribution, p(x) may be the bare factor exp(−E(x)/(k_B T)), where E is the energy, k_B Boltzmann's constant and T the temperature; both sides of the inequality then carry the same normalisation factor.

```lean
/-- The weighted pairing `⟨f, g⟩_p` of two real observables. -/
def pairing (p f g : n → ℝ) : ℝ := ∑ x, p x * f x * g x
```

## Why extra moves lower a quadratic form

Let K be symmetric and nonnegative off the diagonal, with row sums at most r(x). Expanding the square and using symmetry gives

0 ≤ ∑ K(x,y)(u(x) − u(y))² = 2 ∑ K(x,y) u(x)² − 2 ∑ K(x,y) u(x)u(y).

Hence ∑ K(x,y) u(x)u(y) ≤ ∑ r(x) u(x)². The diagonal of K may have any sign, because its terms in the squared sum vanish. In the proof, `h4` is the expansion, `h3` the positivity, and `h1` and `h2` supply symmetry and the row bound.

```lean
/-- A symmetric kernel with nonnegative off-diagonal entries and row sums at most `r`
has a quadratic form bounded by that of the diagonal kernel `r`. -/
theorem quadratic_form_le (K : n → n → ℝ) (r u : n → ℝ)
    (sym : ∀ x y, K x y = K y x) (off : ∀ x y, x ≠ y → 0 ≤ K x y)
    (row : ∀ x, ∑ y, K x y ≤ r x) :
    ∑ x, ∑ y, K x y * u x * u y ≤ ∑ x, r x * u x ^ 2 := by
  have h1 : ∑ x, ∑ y, K x y * u y ^ 2 = ∑ x, ∑ y, K x y * u x ^ 2 := by
    rw [Finset.sum_comm]
    exact Finset.sum_congr rfl fun x _ => Finset.sum_congr rfl fun y _ => by
      rw [sym x y]
  have h2 : ∑ x, ∑ y, K x y * u x ^ 2 ≤ ∑ x, r x * u x ^ 2 :=
    Finset.sum_le_sum fun x _ => by
      rw [← Finset.sum_mul]
      exact mul_le_mul_of_nonneg_right (row x) (sq_nonneg _)
  -- the sum of squared differences is nonnegative; its diagonal terms vanish
  have h3 : 0 ≤ ∑ x, ∑ y, K x y * (u x - u y) ^ 2 :=
    Finset.sum_nonneg fun x _ => Finset.sum_nonneg fun y _ => by
      rcases eq_or_ne x y with rfl | h
      · simp
      · exact mul_nonneg (off x y h) (sq_nonneg _)
  have h4 : ∑ x, ∑ y, K x y * (u x - u y) ^ 2 = ∑ x, ∑ y, K x y * u x ^ 2
      + ∑ x, ∑ y, K x y * u y ^ 2 - 2 * ∑ x, ∑ y, K x y * u x * u y := by
    simp only [Finset.mul_sum, ← Finset.sum_add_distrib, ← Finset.sum_sub_distrib]
    exact Finset.sum_congr rfl fun x _ => Finset.sum_congr rfl fun y _ => by ring
  linarith
```

## The discounted sum solves a linear equation

The correlation at lag k is ⟨f, P^k f⟩. Unlike the usual autocorrelation function, `lagCorr` neither subtracts the mean of f nor divides by its variance.

```lean
variable [DecidableEq n] {p : n → ℝ} {P Q : Matrix n n ℝ} {l : ℝ}

/-- The lag-`k` correlation `⟨f, P^k f⟩_p`. -/
def lagCorr (p : n → ℝ) (P : Matrix n n ℝ) (f : n → ℝ) (k : ℕ) : ℝ :=
  pairing p f ((P ^ k) *ᵥ f)
```

Collect the future expectations of f, started from state x, into

u(x) = ∑ l^k (P^k f)(x).

```lean
/-- The discounted sum `∑ l^k P^k f` of the future expectations of `f`, state by state. -/
def discounted (l : ℝ) (P : Matrix n n ℝ) (f : n → ℝ) (x : n) : ℝ :=
  ∑' k : ℕ, l ^ k * ((P ^ k) *ᵥ f) x
```

Averaging with P cannot exceed a bound that already holds in every state, so |(P^k f)(x)| ≤ ∑ |f(y)| by induction on k. Comparison with a geometric series gives convergence.

```lean
/-- For a reversible chain and `0 ≤ l < 1` the discounted sum of future expectations
converges in every state. -/
theorem summable_discounted (hP : IsReversible p P) (h0 : 0 ≤ l) (h1 : l < 1)
    (f : n → ℝ) (x : n) : Summable fun k : ℕ => l ^ k * ((P ^ k) *ᵥ f) x := by
  -- averaging never exceeds the bound `∑ |f|`
  have bound : ∀ (k : ℕ) (x : n), |((P ^ k) *ᵥ f) x| ≤ ∑ y, |f y| := by
    intro k
    induction k with
    | zero =>
      intro x
      rw [pow_zero, Matrix.one_mulVec]
      exact Finset.single_le_sum (f := fun y => |f y|)
        (fun y _ => abs_nonneg _) (Finset.mem_univ x)
    | succ k ih =>
      intro x
      rw [pow_succ', ← Matrix.mulVec_mulVec]
      calc |(P *ᵥ ((P ^ k) *ᵥ f)) x| = |∑ y, P x y * ((P ^ k) *ᵥ f) y| := rfl
        _ ≤ ∑ y, |P x y * ((P ^ k) *ᵥ f) y| := Finset.abs_sum_le_sum_abs _ _
        _ ≤ ∑ y, P x y * ∑ z, |f z| := Finset.sum_le_sum fun y _ => by
            rw [abs_mul, abs_of_nonneg (hP.nonneg x y)]
            exact mul_le_mul_of_nonneg_left (ih y) (hP.nonneg x y)
        _ = ∑ z, |f z| := by rw [← Finset.sum_mul, hP.row_sum, one_mul]
  refine Summable.of_norm_bounded (g := fun k : ℕ => l ^ k * ∑ y, |f y|)
    ((summable_geometric_of_lt_one h0 h1).mul_right _) fun k => ?_
  rw [Real.norm_eq_abs, abs_mul, abs_of_nonneg (pow_nonneg h0 k)]
  exact mul_le_mul_of_nonneg_left (bound k x) (pow_nonneg h0 k)
```

Separate the term k = 0 and take one factor lP out of the rest:

u = f + l P u.

The proof exchanges the series with the finite sum over states in `tail`, and identifies the shifted series in `shift`.

```lean
/-- For a reversible chain and `0 ≤ l < 1` the discounted sum `u` solves the resolvent
equation `u = f + l P u`. -/
theorem resolvent_eq (hP : IsReversible p P) (h0 : 0 ≤ l) (h1 : l < 1)
    (f : n → ℝ) (x : n) :
    discounted l P f x = f x + l * (P *ᵥ discounted l P f) x := by
  have hs := summable_discounted hP h0 h1 f
  have tail : HasSum (fun k : ℕ => l * ∑ y, P x y * (l ^ k * ((P ^ k) *ᵥ f) y))
      (l * ∑ y, P x y * discounted l P f y) :=
    (hasSum_sum fun y _ => (hs y).hasSum.mul_left (P x y)).mul_left l
  have shift : ∑' k : ℕ, l ^ (k + 1) * ((P ^ (k + 1)) *ᵥ f) x
      = l * ∑ y, P x y * discounted l P f y := by
    rw [← tail.tsum_eq]
    refine tsum_congr fun k => ?_
    rw [pow_succ' P, ← Matrix.mulVec_mulVec]
    change l ^ (k + 1) * ∑ y, P x y * ((P ^ k) *ᵥ f) y = _
    simp only [Finset.mul_sum]
    exact Finset.sum_congr rfl fun y _ => by ring
  have split := (hs x).tsum_eq_zero_add
  rw [shift, pow_zero, pow_zero, Matrix.one_mulVec, one_mul] at split
  exact split
```

Pairing u with f term by term gives

∑ l^k ⟨f, P^k f⟩ = ⟨f, u⟩.

`HasSum` states both that the series converges and that this is its value.

```lean
/-- For a reversible chain and `0 ≤ l < 1` the series `∑ l^k ⟨f, P^k f⟩_p` converges to
the pairing of `f` with its discounted sum. -/
theorem hasSum_lagCorr (hP : IsReversible p P) (h0 : 0 ≤ l) (h1 : l < 1) (f : n → ℝ) :
    HasSum (fun k : ℕ => l ^ k * lagCorr p P f k) (pairing p f (discounted l P f)) := by
  have h : HasSum (fun k : ℕ => ∑ x, p x * f x * (l ^ k * ((P ^ k) *ᵥ f) x))
      (∑ x, p x * f x * discounted l P f x) :=
    hasSum_sum fun x _ => (summable_discounted hP h0 h1 f x).hasSum.mul_left (p x * f x)
  have e : (fun k : ℕ => l ^ k * lagCorr p P f k)
      = fun k : ℕ => ∑ x, p x * f x * (l ^ k * ((P ^ k) *ᵥ f) x) := by
    funext k
    simp only [lagCorr, pairing, Finset.mul_sum]
    exact Finset.sum_congr rfl fun x _ => by ring
  rw [e]
  exact h
```

Pairing the linear equation with any observable a (no longer the move probability) gives ⟨a, u⟩ = ⟨f, a⟩ + l⟨a, Pu⟩.

```lean
/-- The resolvent equation of a reversible chain with `0 ≤ l < 1`, paired with an
arbitrary observable `a`. -/
theorem pairing_resolvent (hP : IsReversible p P) (h0 : 0 ≤ l) (h1 : l < 1)
    (a f : n → ℝ) : pairing p a (discounted l P f)
      = pairing p f a + l * pairing p a (P *ᵥ discounted l P f) := by
  unfold pairing
  rw [Finset.mul_sum, ← Finset.sum_add_distrib]
  exact Finset.sum_congr rfl fun x _ => by
    linear_combination (p x * a x) * resolvent_eq hP h0 h1 f x
```

## A variational lower bound

Let v be the discounted sum for Q, so that (1 − lQ)v = f. The kernel l p(x)Q(x,y) is symmetric by detailed balance and has row sums l p(x) ≤ p(x). The quadratic-form bound therefore gives, for any trial observable g,

0 ≤ ⟨g − v, (1 − lQ)(g − v)⟩.

Since Q is self-adjoint in the pairing, the right side expands to

⟨g, (1 − lQ)g⟩ − 2⟨f, g⟩ + ⟨f, v⟩.

Rearranged, this is

2⟨f, g⟩ − ⟨g, (1 − lQ)g⟩ ≤ ⟨f, v⟩.

In the code, `pos` is the positivity, `adj` the self-adjointness, and `rg` and `rv` remove (1 − lQ)v.

```lean
/-- Variational bound: for nonnegative weights, a reversible chain and `0 ≤ l < 1`, every
trial observable `g` gives a lower bound on the discounted correlation sum of `f`. -/
theorem variational_bound (hp : ∀ x, 0 ≤ p x) (hQ : IsReversible p Q)
    (h0 : 0 ≤ l) (h1 : l < 1) (f g : n → ℝ) :
    2 * pairing p f g - (pairing p g g - l * pairing p g (Q *ᵥ g))
      ≤ pairing p f (discounted l Q f) := by
  have rg := pairing_resolvent hQ h0 h1 g f
  have rv := pairing_resolvent hQ h0 h1 (discounted l Q f) f
  generalize discounted l Q f = v at rg rv ⊢
  -- `1 - l Q` is nonnegative, here applied to the error `g - v`
  have pos : l * pairing p (g - v) (Q *ᵥ (g - v)) ≤ pairing p (g - v) (g - v) := by
    have h := quadratic_form_le (fun x y => l * (p x * Q x y)) p (g - v)
      (fun x y => by rw [hQ.balance x y])
      (fun x y _ => mul_nonneg h0 (mul_nonneg (hp x) (hQ.nonneg x y)))
      (fun x => by
        rw [← Finset.mul_sum, ← Finset.mul_sum, hQ.row_sum]
        nlinarith [hp x])
    have e1 : l * pairing p (g - v) (Q *ᵥ (g - v))
        = ∑ x, ∑ y, l * (p x * Q x y) * (g - v) x * (g - v) y := by
      simp only [pairing, Matrix.mulVec, dotProduct, Finset.mul_sum]
      exact Finset.sum_congr rfl fun x _ => Finset.sum_congr rfl fun y _ => by ring
    have e2 : pairing p (g - v) (g - v) = ∑ x, p x * (g - v) x ^ 2 := by
      unfold pairing
      exact Finset.sum_congr rfl fun x _ => by ring
    rw [e1, e2]
    exact h
  have expand : ∀ a b c d : n → ℝ, pairing p (a - b) (c - d)
      = pairing p a c - pairing p a d - pairing p b c + pairing p b d := by
    intro a b c d
    simp only [pairing, ← Finset.sum_sub_distrib, ← Finset.sum_add_distrib, Pi.sub_apply]
    exact Finset.sum_congr rfl fun x _ => by ring
  have comm : pairing p v g = pairing p g v := by
    unfold pairing
    exact Finset.sum_congr rfl fun x _ => by ring
  -- detailed balance makes `Q` self-adjoint
  have adj : pairing p v (Q *ᵥ g) = pairing p g (Q *ᵥ v) := by
    simp only [pairing, Matrix.mulVec, dotProduct, Finset.mul_sum]
    rw [Finset.sum_comm]
    exact Finset.sum_congr rfl fun x _ => Finset.sum_congr rfl fun y _ => by
      linear_combination (v y * g x) * hQ.balance y x
  rw [Matrix.mulVec_sub, expand, expand, adj, comm] at pos
  linarith
```

## Comparing the two chains

Choose g = u, the discounted sum for P. Its own equation gives ⟨u, u⟩ = ⟨f, u⟩ + l⟨u, Pu⟩, and the bound becomes

⟨f, u⟩ + l(⟨u, Qu⟩ − ⟨u, Pu⟩) ≤ ⟨f, v⟩.

The kernel p(x)(P(x,y) − Q(x,y)) is symmetric, nonnegative off the diagonal, and has zero row sums. The quadratic-form bound with r = 0 yields ⟨u, Pu⟩ ≤ ⟨u, Qu⟩, so ⟨f, u⟩ ≤ ⟨f, v⟩. These are the steps `var`, `res` and `h`.

```lean
/-- Peskun ordering of discounted correlation sums: if two chains are reversible for the
same nonnegative weights and `P ≥ Q` off the diagonal, then for `0 ≤ l < 1` the sum
`∑ l^k ⟨f, P^k f⟩_p` is at most the same sum for `Q`. -/
theorem peskun_discounted (hp : ∀ x, 0 ≤ p x) (hP : IsReversible p P)
    (hQ : IsReversible p Q) (hPQ : ∀ x y, x ≠ y → Q x y ≤ P x y)
    (h0 : 0 ≤ l) (h1 : l < 1) (f : n → ℝ) :
    ∑' k : ℕ, l ^ k * lagCorr p P f k ≤ ∑' k : ℕ, l ^ k * lagCorr p Q f k := by
  rw [(hasSum_lagCorr hP h0 h1 f).tsum_eq, (hasSum_lagCorr hQ h0 h1 f).tsum_eq]
  -- the discounted sum of `P` serves as trial observable for `Q`
  have var := variational_bound hp hQ h0 h1 f (discounted l P f)
  have res := pairing_resolvent hP h0 h1 (discounted l P f) f
  generalize discounted l P f = u at var res ⊢
  have h := quadratic_form_le (fun x y => p x * (P x y - Q x y)) (fun _ => 0) u
    (fun x y => by linear_combination hP.balance x y - hQ.balance x y)
    (fun x y hxy => mul_nonneg (hp x) (sub_nonneg.mpr (hPQ x y hxy)))
    (fun x => by
      rw [← Finset.mul_sum, Finset.sum_sub_distrib, hP.row_sum, hQ.row_sum, sub_self,
        mul_zero])
  have e : pairing p u (P *ᵥ u) - pairing p u (Q *ᵥ u)
      = ∑ x, ∑ y, p x * (P x y - Q x y) * u x * u y := by
    simp only [pairing, Matrix.mulVec, dotProduct, Finset.mul_sum,
      ← Finset.sum_sub_distrib]
    exact Finset.sum_congr rfl fun x _ => Finset.sum_congr rfl fun y _ => by ring
  simp only [zero_mul, Finset.sum_const_zero] at h
  rw [← e] at h
  have hl := mul_le_mul_of_nonneg_left (sub_nonpos.mp h) h0
  linarith
```

## Removing the discount

If both undiscounted series converge, Abel's limit theorem carries the inequality to l = 1. Convergence is assumed here: it fails for the two-state sampler with a = 1, whose correlations alternate between 1 and −1.

For normalised p, f of mean zero and a chain started in equilibrium, N times the variance of the average of f over N steps tends to 2A − ⟨f, f⟩ as N grows, where A is the undiscounted sum. That limit is the step from these matrices to the error bar of a simulation, and it is taken from the theory of Markov chains.

```lean
/-- Let two chains be reversible for the same nonnegative weights, with `P ≥ Q` off the diagonal. If
the undiscounted correlation series converge to `A` for `P` and to `B` for `Q`, then `A ≤ B`. -/
theorem peskun_undiscounted (hp : ∀ x, 0 ≤ p x) (hP : IsReversible p P)
    (hQ : IsReversible p Q) (hPQ : ∀ x y, x ≠ y → Q x y ≤ P x y) (f : n → ℝ) {A B : ℝ}
    (hA : Tendsto (fun m => ∑ k ∈ Finset.range m, lagCorr p P f k) atTop (𝓝 A))
    (hB : Tendsto (fun m => ∑ k ∈ Finset.range m, lagCorr p Q f k) atTop (𝓝 B)) :
    A ≤ B := by
  -- Abel's limit theorem lets the discount factor tend to one
  refine le_of_tendsto_of_tendsto (Real.tendsto_tsum_powerSeries_nhdsWithin_lt hA)
    (Real.tendsto_tsum_powerSeries_nhdsWithin_lt hB) ?_
  filter_upwards [Ioo_mem_nhdsLT (zero_lt_one' ℝ)] with z hz
  have e : ∀ R : Matrix n n ℝ, ∑' k : ℕ, lagCorr p R f k * z ^ k
      = ∑' k : ℕ, z ^ k * lagCorr p R f k := fun R => tsum_congr fun k => mul_comm _ _
  simp only [e]
  exact peskun_discounted hp hP hQ hPQ hz.1.le hz.2 f
```

Detailed balance matters, as a ring of six equally weighted states, numbered clockwise from x = 0 to x = 5, shows by an informal calculation. Let Q stay put or step clockwise, each with probability 1/2, and let P step either way with probability 1/2. Then P ≥ Q off the diagonal, and Q preserves the uniform weights without being reversible. For f(x) = cos(πx/3), Pf = f/2, so the undiscounted sum for P is 2⟨f, f⟩. For Q, v(x) = 2cos(π(x+1)/3) solves v = f + Qv, and the sum is only ⟨f, f⟩. Preservation of the weights by Q is thus too weak a replacement for its reversibility.

## No ordering at lag two alone

Return to two states and take a = 1, the sampler that always flips.

```lean
/-- The two-state chain that changes state at every step. -/
def flipChain : Matrix (Fin 2) (Fin 2) ℝ := !![0, 1; 1, 0]
```

Compare it with a = 1/2, where the next state is a fair coin toss.

```lean
/-- The two-state chain that draws its next state by a fair coin. -/
def coinChain : Matrix (Fin 2) (Fin 2) ℝ := !![1/2, 1/2; 1/2, 1/2]
```

The flip chain has the larger off-diagonal entries. Two flips restore f = (1, −1), so its lag-two correlation is 1, while one coin toss already averages f to zero. The ordering of the sums therefore does not extend to each lag separately. The proof checks the matrix entries case by case and evaluates both correlations.

```lean
/-- The ordering can fail at a single lag: the flip chain dominates the coin chain off the
diagonal, both are reversible for uniform weights, yet its lag-two correlation is larger
for the observable `(1, -1)`. -/
theorem lag_two_not_ordered :
    IsReversible (fun _ => 1/2) flipChain ∧ IsReversible (fun _ => 1/2) coinChain ∧
    (∀ x y, x ≠ y → coinChain x y ≤ flipChain x y) ∧
    lagCorr (fun _ => 1/2) coinChain ![1, -1] 2
      < lagCorr (fun _ => 1/2) flipChain ![1, -1] 2 := by
  refine ⟨⟨?_, ?_, ?_⟩, ⟨?_, ?_, ?_⟩, ?_, ?_⟩
  · intro x y
    fin_cases x <;> fin_cases y <;> norm_num [flipChain]
  · intro x
    fin_cases x <;> norm_num [flipChain, Fin.sum_univ_two]
  · intro x y
    fin_cases x <;> fin_cases y <;> norm_num [flipChain]
  · intro x y
    fin_cases x <;> fin_cases y <;> norm_num [coinChain]
  · intro x
    fin_cases x <;> norm_num [coinChain, Fin.sum_univ_two]
  · intro x y
    fin_cases x <;> fin_cases y <;> norm_num [coinChain]
  · intro x y
    fin_cases x <;> fin_cases y <;> norm_num [coinChain, flipChain]
  · norm_num [lagCorr, pairing, coinChain, flipChain, pow_two, Matrix.mul_apply,
      Matrix.mulVec, dotProduct, Fin.sum_univ_two]

end

end PeskunAllLags
```

```lean
#print axioms PeskunAllLags.peskun_discounted
#print axioms PeskunAllLags.peskun_undiscounted
#print axioms PeskunAllLags.lag_two_not_ordered
```

```
'PeskunAllLags.peskun_discounted' depends on axioms: [propext, Classical.choice, Quot.sound]
'PeskunAllLags.peskun_undiscounted' depends on axioms: [propext, Classical.choice, Quot.sound]
'PeskunAllLags.lag_two_not_ordered' depends on axioms: [propext, Classical.choice, Quot.sound]
```
